# The first-order nuclear size shift is an upper bound on the nonrelativistic ground-level shift in a finite basis

A simple way to estimate the shift of an atomic ground level due to the size of the nucleus is to solve the atom with a point nucleus, keep the ground state $\psi$, and evaluate one expectation value: that of $V$, the change in the electron–nucleus potential when the nuclear charge is spread out. For a spherical distribution of positive charge the attraction becomes weaker inside the nucleus and stays the same outside, so $V$ is nowhere negative. The question is on which side of the true shift this first-order number lies. It is answered here for a fixed Hamiltonian matrix whose lowest eigenvalue is the electronic ground level, as in a nonrelativistic calculation.

## Bounds on the perturbed ground energy

Let $H_0$ and $V$ be Hermitian matrices in an orthonormal basis, with $H_0\psi=E_0\psi$ and $\langle\psi,\psi\rangle=1$. Write $H=H_0+V$, $\langle V\rangle=\langle\psi,V\psi\rangle$ and $a=E_0+\langle V\rangle$. Let $E$ and $M$ be the lowest and highest eigenvalues of $H$; here $M$ is an energy, not a nuclear mass.

- If $V\psi$ is not a multiple of $\psi$, then $E<a$.
- If $E_0$ is the lowest eigenvalue of $H_0$ and $V$ is positive semidefinite, then $E_0\le E$.
- With the residual $r=V\psi-\langle V\rangle\psi$, one has $\|r\|^2\le(M-a)(a-E)$.

## Size shifts without a second diagonalisation

When $\psi$ is a ground state of $H_0$ and $V$ is positive semidefinite, the first two bounds give the sign of the true shift and the direction of the error made by reporting $\langle V\rangle$ in its place: for fixed finite matrices, $E-E_0$ lies between $0$ and $\langle V\rangle$.

The third bound gives a minimum size for the overestimate. If $r\neq0$, then $M>a$ and

$$a-E\;\ge\;\frac{\|r\|^2}{M-a}.$$

This needs the vector $V\psi$ and the highest eigenvalue, or any upper bound on it. In a large basis $M$ is often high, and the estimate is then weak.

## Derivation from the residual

Since $V$ is Hermitian, $\langle V\rangle$ is real, and $\langle\psi,r\rangle=\langle V\rangle-\langle V\rangle=0$. The eigenvalue equation for $\psi$ gives

$$(H-E)\psi=E_0\psi+V\psi-E\psi=r+(a-E)\psi .$$

Taking the inner product with $\psi$ leaves $\langle\psi,(H-E)\psi\rangle=a-E$. All eigenvalues of $H-E$ are nonnegative, so it is positive semidefinite and $a-E\ge0$. If $a-E$ were zero, then $\|(H-E)^{1/2}\psi\|^2=0$, hence $(H-E)\psi=0$ and $r=0$. That would make $V\psi$ a multiple of $\psi$, which is excluded. So $E<a$.

For the lower bound, take a unit vector $\varphi$ with $H\varphi=E\varphi$. Then

$$E-E_0=\langle\varphi,(H_0-E_0)\varphi\rangle+\langle\varphi,V\varphi\rangle\ge0 .$$

For the third bound, suppose first that $r=0$. Then $H\psi=a\psi$, so $E\le a\le M$ and the right-hand side is nonnegative.

If $r\ne0$, then $V\psi$ is not a multiple of $\psi$: from $V\psi=k\psi$ would follow $k=\langle V\rangle$ and $r=0$. Put $A=H-E$ and $B=M-H$, both positive semidefinite, with $A+B=c=M-E$. Here $c>0$, because $E<a$ and $M-a=\langle\psi,B\psi\rangle\ge0$. The two matrices commute, so

$$ABA+BAB=AB(A+B)=c\,AB .$$

The terms on the left have expectation values $\langle A\psi,BA\psi\rangle\ge0$ and $\langle B\psi,AB\psi\rangle\ge0$. Therefore $\langle A\psi,B\psi\rangle\ge0$. Inserting $A\psi=r+(a-E)\psi$ and $B\psi=(M-a)\psi-r$, and using $\langle\psi,r\rangle=0$, gives

$$0\le\langle A\psi,B\psi\rangle=(M-a)(a-E)-\|r\|^2 .$$

**Positivity of $V$.** A positive expectation value in $\psi$ is not enough for $E_0\le E$. Take

$$H_0=\begin{pmatrix}0&0\\0&3\end{pmatrix},\qquad V=\begin{pmatrix}1&3\\3&1\end{pmatrix},\qquad \psi=\begin{pmatrix}1\\0\end{pmatrix}.$$

Here $\langle V\rangle=1$, but $\det(H_0+V)=-5$, so the perturbed ground energy is below $E_0=0$.

## The Lean file

```lean
import Mathlib

open Matrix
open scoped ComplexOrder

namespace FieldShift

variable {n : Type*} [Fintype n] [DecidableEq n]

/-- The real energy eigenvalues of a Hamiltonian matrix. -/
def energies (H : Matrix n n ℂ) : Set ℝ :=
  {e | ∃ x : n → ℂ, x ≠ 0 ∧ H *ᵥ x = (e : ℂ) • x}

/-- The real part of `⟨ψ, V ψ⟩`, the expectation value of `V` in a unit state `ψ`. -/
noncomputable def mean (V : Matrix n n ℂ) (ψ : n → ℂ) : ℝ := (star ψ ⬝ᵥ V *ᵥ ψ).re

/-- The vector `V ψ - ⟨V⟩ ψ`. -/
noncomputable def residual (V : Matrix n n ℂ) (ψ : n → ℂ) : n → ℂ :=
  V *ᵥ ψ - (mean V ψ : ℂ) • ψ

/-- If `E` lies at or below every eigenvalue of a Hermitian `H`, then `H - E` is positive
semidefinite. -/
theorem posSemidef_sub {H : Matrix n n ℂ} (hH : H.IsHermitian) {E : ℝ}
    (hE : E ∈ lowerBounds (energies H)) : (H - (E : ℂ) • 1).PosSemidef := by
  have hA : (H - (E : ℂ) • (1 : Matrix n n ℂ)).IsHermitian := by
    unfold Matrix.IsHermitian
    simp [conjTranspose_sub, conjTranspose_smul, hH.eq]
  rw [hA.posSemidef_iff_eigenvalues_nonneg]
  intro i
  have hv := hA.mulVec_eigenvectorBasis i
  rw [sub_mulVec, smul_mulVec, one_mulVec] at hv
  -- an eigenvalue of `H - E`, raised by `E`, is an eigenvalue of `H`
  have hmem : E + hA.eigenvalues i ∈ energies H := by
    refine ⟨(hA.eigenvectorBasis i).ofLp, ?_, ?_⟩
    · intro h
      apply hA.eigenvectorBasis.orthonormal.ne_zero i
      ext j
      exact congrFun h j
    · funext j
      have hj := congrFun hv j
      simp only [Pi.sub_apply, Pi.smul_apply, Complex.real_smul, smul_eq_mul] at hj ⊢
      push_cast
      linear_combination hj
  have h := hE hmem
  change (0 : ℝ) ≤ hA.eigenvalues i
  linarith

omit [DecidableEq n] in
/-- For Hermitian `V` and a unit state `ψ`, the vector `V ψ - ⟨V⟩ ψ` is orthogonal to `ψ`. -/
theorem residual_orthogonal {V : Matrix n n ℂ} (hV : V.IsHermitian) {ψ : n → ℂ}
    (hψ : star ψ ⬝ᵥ ψ = 1) : star ψ ⬝ᵥ residual V ψ = 0 := by
  -- the expectation value of a Hermitian matrix is real
  have hreal : (mean V ψ : ℂ) = star ψ ⬝ᵥ V *ᵥ ψ := by
    unfold mean
    apply Complex.conj_eq_iff_re.1
    change star (star ψ ⬝ᵥ V *ᵥ ψ) = _
    rw [← Matrix.star_dotProduct, star_mulVec, hV.eq, ← dotProduct_mulVec]
  rw [residual, dotProduct_sub, dotProduct_smul, hψ, hreal, smul_eq_mul, mul_one, sub_self]

/-- On an eigenstate `ψ` of `H0`, the operator `H0 + V - E` gives `V ψ - ⟨V⟩ ψ` plus
`E0 + ⟨V⟩ - E` times `ψ`. -/
theorem shifted_action {H0 V : Matrix n n ℂ} {ψ : n → ℂ} {E0 : ℝ}
    (heig : H0 *ᵥ ψ = (E0 : ℂ) • ψ) (E : ℝ) :
    (H0 + V - (E : ℂ) • 1) *ᵥ ψ
      = residual V ψ + ((E0 + mean V ψ - E : ℝ) : ℂ) • ψ := by
  rw [sub_mulVec, add_mulVec, heig, smul_mulVec, one_mulVec, residual]
  push_cast
  module

/-- If two positive semidefinite matrices add up to a positive multiple of the identity, their
product has an expectation value with nonnegative real part. -/
theorem product_nonneg {A B : Matrix n n ℂ} (hA : A.PosSemidef) (hB : B.PosSemidef)
    {c : ℝ} (hc : 0 < c) (hAB : A + B = (c : ℂ) • 1) (ψ : n → ℂ) :
    0 ≤ (star (A *ᵥ ψ) ⬝ᵥ B *ᵥ ψ).re := by
  have hcomm : B * A = A * B := by
    rw [eq_sub_of_add_eq' hAB, sub_mul, mul_sub, smul_mul_assoc, mul_smul_comm, one_mul, mul_one]
  have key : A * B * A + B * A * B = (c : ℂ) • (A * B) := by
    rw [hcomm, ← mul_add, hAB, mul_smul_comm, mul_one]
  have h1 := (hB.conjTranspose_mul_mul_same A).dotProduct_mulVec_nonneg ψ
  have h2 := (hA.conjTranspose_mul_mul_same B).dotProduct_mulVec_nonneg ψ
  rw [hA.isHermitian.eq] at h1
  rw [hB.isHermitian.eq] at h2
  have h := add_nonneg h1 h2
  rw [← dotProduct_add, ← add_mulVec, key, smul_mulVec, dotProduct_smul, smul_eq_mul] at h
  have hre := (Complex.le_def.1 h).1
  rw [Complex.re_ofReal_mul, Complex.zero_re] at hre
  rw [star_mulVec, hA.isHermitian.eq, ← dotProduct_mulVec, mulVec_mulVec]
  exact (mul_nonneg_iff_of_pos_left hc).1 hre

/-- A positive semidefinite perturbation does not lower the ground energy of a Hermitian
Hamiltonian. -/
theorem ground_energy_le {H0 V : Matrix n n ℂ} (hH : H0.IsHermitian) (hV : V.PosSemidef)
    {E0 E : ℝ} (hE0 : IsLeast (energies H0) E0) (hE : IsLeast (energies (H0 + V)) E) :
    E0 ≤ E := by
  obtain ⟨x, hx, h⟩ := hE.1
  have hnn := ((posSemidef_sub hH hE0.2).add hV).dotProduct_mulVec_nonneg x
  have hact : (H0 - (E0 : ℂ) • 1 + V) *ᵥ x = ((E - E0 : ℝ) : ℂ) • x := by
    rw [sub_add_eq_add_sub, sub_mulVec, h, smul_mulVec, one_mulVec]
    push_cast
    module
  rw [hact, dotProduct_smul, smul_eq_mul] at hnn
  have hpos : 0 < star x ⬝ᵥ x :=
    lt_of_le_of_ne (dotProduct_star_self_nonneg x)
      (Ne.symm (mt dotProduct_star_self_eq_zero.1 hx))
  have hre := (Complex.le_def.1 hnn).1
  have hpre := (Complex.lt_def.1 hpos).1
  rw [Complex.re_ofReal_mul, Complex.zero_re] at hre
  rw [Complex.zero_re] at hpre
  have := (mul_nonneg_iff_of_pos_right hpre).1 hre
  linarith

/-- For Hermitian `H0`, `V` and a unit eigenstate `ψ` of `H0`, the ground energy of `H0 + V` is
strictly below the first-order energy `E0 + ⟨V⟩` if `V ψ` is not a multiple of `ψ`. -/
theorem lt_first_order {H0 V : Matrix n n ℂ} (hH : H0.IsHermitian) (hV : V.IsHermitian)
    {ψ : n → ℂ} (hψ : star ψ ⬝ᵥ ψ = 1) {E0 E : ℝ} (heig : H0 *ᵥ ψ = (E0 : ℂ) • ψ)
    (hE : IsLeast (energies (H0 + V)) E) (hne : ∀ c : ℂ, V *ᵥ ψ ≠ c • ψ) :
    E < E0 + mean V ψ := by
  have hA := posSemidef_sub (hH.add hV) hE.2
  have hq : star ψ ⬝ᵥ (H0 + V - (E : ℂ) • 1) *ᵥ ψ = ((E0 + mean V ψ - E : ℝ) : ℂ) := by
    rw [shifted_action heig, dotProduct_add, residual_orthogonal hV hψ, dotProduct_smul, hψ,
      smul_eq_mul, mul_one, zero_add]
  have hp := hA.dotProduct_mulVec_nonneg ψ
  rw [hq] at hp
  have hp' := Complex.zero_le_real.1 hp
  by_contra hlt
  have hp0 : E0 + mean V ψ - E = 0 := by linarith
  -- a state of zero expectation value is annihilated by a positive operator
  have h0 := (hA.dotProduct_mulVec_zero_iff ψ).1 (by rw [hq, hp0, Complex.ofReal_zero])
  rw [shifted_action heig, hp0, Complex.ofReal_zero, zero_smul, add_zero] at h0
  exact hne _ (sub_eq_zero.1 h0)

/-- Let `ψ` be a unit ground state of a Hermitian `H0` and `V` a positive semidefinite size
perturbation with `V ψ` not a multiple of `ψ`. The ground energy of `H0 + V` is at least `E0` and
strictly below `E0 + ⟨V⟩`. -/
theorem size_shift_bounds {H0 V : Matrix n n ℂ} (hH : H0.IsHermitian) (hV : V.PosSemidef)
    {ψ : n → ℂ} (hψ : star ψ ⬝ᵥ ψ = 1) {E0 E : ℝ} (heig : H0 *ᵥ ψ = (E0 : ℂ) • ψ)
    (hE0 : IsLeast (energies H0) E0) (hE : IsLeast (energies (H0 + V)) E)
    (hne : ∀ c : ℂ, V *ᵥ ψ ≠ c • ψ) : E0 ≤ E ∧ E < E0 + mean V ψ :=
  ⟨ground_energy_le hH hV hE0 hE, lt_first_order hH hV.isHermitian hψ heig hE hne⟩

/-- For Hermitian `H0`, `V` and a unit eigenstate `ψ` of `H0`, the squared length of
`V ψ - ⟨V⟩ ψ` is at most the product of the distances from `E0 + ⟨V⟩` to the highest and to the
lowest eigenvalue of `H0 + V`. -/
theorem overestimate_bound {H0 V : Matrix n n ℂ} (hH : H0.IsHermitian) (hV : V.IsHermitian)
    {ψ : n → ℂ} (hψ : star ψ ⬝ᵥ ψ = 1) {E0 E M : ℝ} (heig : H0 *ᵥ ψ = (E0 : ℂ) • ψ)
    (hE : IsLeast (energies (H0 + V)) E) (hM : IsGreatest (energies (H0 + V)) M) :
    (star (residual V ψ) ⬝ᵥ residual V ψ).re
      ≤ (M - (E0 + mean V ψ)) * (E0 + mean V ψ - E) := by
  have horth := residual_orthogonal hV hψ
  have horth' : star (residual V ψ) ⬝ᵥ ψ = 0 := by
    rw [Matrix.star_dotProduct, horth, star_zero]
  by_cases hr : residual V ψ = 0
  · -- then `ψ` is an eigenstate of `H0 + V` with the first-order energy
    have hmem : E0 + mean V ψ ∈ energies (H0 + V) := by
      refine ⟨ψ, fun h => by simp [h] at hψ, ?_⟩
      rw [add_mulVec, heig, sub_eq_zero.1 hr]
      push_cast
      module
    rw [hr, dotProduct_zero, Complex.zero_re]
    exact mul_nonneg (sub_nonneg.2 (hM.2 hmem)) (sub_nonneg.2 (hE.2 hmem))
  · have hA := posSemidef_sub (hH.add hV) hE.2
    have hB : (-(H0 + V) - ((-M : ℝ) : ℂ) • 1).PosSemidef := by
      apply posSemidef_sub (hH.add hV).neg
      rintro e ⟨x, hx, h⟩
      have hmem : -e ∈ energies (H0 + V) := by
        refine ⟨x, hx, ?_⟩
        rw [neg_mulVec] at h
        rw [← neg_neg ((H0 + V) *ᵥ x), h]
        push_cast
        module
      have := hM.2 hmem
      linarith
    have hBψ : (-(H0 + V) - ((-M : ℝ) : ℂ) • 1) *ᵥ ψ
        = ((M - (E0 + mean V ψ) : ℝ) : ℂ) • ψ - residual V ψ := by
      have hneg : -(H0 + V) - ((-M : ℝ) : ℂ) • (1 : Matrix n n ℂ)
          = -(H0 + V - (M : ℂ) • 1) := by
        push_cast
        module
      rw [hneg, neg_mulVec, shifted_action heig]
      push_cast
      module
    have hc : 0 < M - E := by
      have hlt : E < E0 + mean V ψ := by
        refine lt_first_order hH hV hψ heig hE fun c hcψ => hr ?_
        have hmc : (mean V ψ : ℂ) = c := by
          have h := horth
          rw [residual, hcψ, dotProduct_sub, dotProduct_smul, dotProduct_smul, hψ,
            smul_eq_mul, smul_eq_mul, mul_one, mul_one] at h
          exact (sub_eq_zero.1 h).symm
        rw [residual, hcψ, hmc, sub_self]
      have h := hB.dotProduct_mulVec_nonneg ψ
      rw [hBψ, dotProduct_sub, horth, dotProduct_smul, hψ, smul_eq_mul, mul_one, sub_zero] at h
      have := Complex.zero_le_real.1 h
      linarith
    -- expand the expectation value of `(H - E) (M - H)`
    have h := product_nonneg hA hB hc (by push_cast; module) ψ
    have hexp : star ((H0 + V - (E : ℂ) • 1) *ᵥ ψ)
          ⬝ᵥ (-(H0 + V) - ((-M : ℝ) : ℂ) • 1) *ᵥ ψ
        = (((M - (E0 + mean V ψ)) * (E0 + mean V ψ - E) : ℝ) : ℂ)
          - star (residual V ψ) ⬝ᵥ residual V ψ := by
      rw [hBψ, shifted_action heig, star_add, star_smul, Complex.star_def, Complex.conj_ofReal]
      simp only [add_dotProduct, dotProduct_sub, smul_dotProduct, dotProduct_smul, horth, horth',
        hψ, smul_eq_mul]
      push_cast
      ring
    rw [hexp, Complex.sub_re, Complex.ofReal_re] at h
    linarith

/-- A two-level system with ground energy 0, a positive semidefinite perturbation that mixes the
levels, first-order energy 2 and perturbed ground energy 1. -/
theorem size_shift_witness :
    let H0 : Matrix (Fin 2) (Fin 2) ℂ := !![0, 0; 0, 3]
    let V : Matrix (Fin 2) (Fin 2) ℂ := !![2, 2; 2, 2]
    let ψ : Fin 2 → ℂ := ![1, 0]
    H0.IsHermitian ∧ V.PosSemidef ∧ star ψ ⬝ᵥ ψ = 1 ∧ H0 *ᵥ ψ = ((0 : ℝ) : ℂ) • ψ ∧
      IsLeast (energies H0) 0 ∧ IsLeast (energies (H0 + V)) 1 ∧
      (∀ c : ℂ, V *ᵥ ψ ≠ c • ψ) ∧ mean V ψ = 2 := by
  intro H0 V ψ
  -- the secular equation of a real symmetric two-level matrix
  have key : ∀ (a b d e : ℝ) (K : Matrix (Fin 2) (Fin 2) ℂ),
      K = !![(a : ℂ), (b : ℂ); (b : ℂ), (d : ℂ)] → e ∈ energies K →
      (e - a) * (e - d) = b ^ 2 := by
    rintro a b d e K rfl ⟨x, hx, h⟩
    have h0 : (a : ℂ) * x 0 + b * x 1 = e * x 0 := by
      simpa [Matrix.mulVec, dotProduct, Fin.sum_univ_two] using congrFun h 0
    have h1 : (b : ℂ) * x 0 + d * x 1 = e * x 1 := by
      simpa [Matrix.mulVec, dotProduct, Fin.sum_univ_two] using congrFun h 1
    by_contra hne
    have hc : ((e : ℂ) - a) * (e - d) - b ^ 2 ≠ 0 := by
      exact_mod_cast sub_ne_zero.2 hne
    apply hx
    funext i
    fin_cases i
    · exact (mul_eq_zero.1 (by linear_combination (-(e - d) : ℂ) * h0 - b * h1 :
        (((e : ℂ) - a) * (e - d) - b ^ 2) * x 0 = 0)).resolve_left hc
    · exact (mul_eq_zero.1 (by linear_combination (-(e - a) : ℂ) * h1 - b * h0 :
        (((e : ℂ) - a) * (e - d) - b ^ 2) * x 1 = 0)).resolve_left hc
  have heig : H0 *ᵥ ψ = ((0 : ℝ) : ℂ) • ψ := by
    ext i
    fin_cases i <;> simp [H0, ψ, Matrix.mulVec, dotProduct, Fin.sum_univ_two]
  refine ⟨?_, ?_, ?_, heig, ⟨⟨ψ, ?_, heig⟩, ?_⟩, ⟨⟨![2, -1], ?_, ?_⟩, ?_⟩, ?_, ?_⟩
  · ext i j
    fin_cases i <;> fin_cases j <;> simp [H0]
  · have hVB : V = (!![1, 1; 1, 1] : Matrix (Fin 2) (Fin 2) ℂ)ᴴ * !![1, 1; 1, 1] := by
      ext i j
      fin_cases i <;> fin_cases j <;>
        norm_num [V, Matrix.mul_apply, Fin.sum_univ_two, Matrix.conjTranspose_apply]
    rw [hVB]
    exact posSemidef_conjTranspose_mul_self _
  · simp [ψ, dotProduct, Fin.sum_univ_two]
  · intro h
    simpa [ψ] using congrFun h 0
  · intro e he
    have h := key 0 0 3 e H0 (by ext i j; fin_cases i <;> fin_cases j <;> simp [H0]) he
    by_contra hlt
    nlinarith [not_le.1 hlt]
  · intro h
    simpa using congrFun h 0
  · ext i
    fin_cases i <;> norm_num [H0, V, Matrix.mulVec, dotProduct, Fin.sum_univ_two]
  · intro e he
    have h := key 2 2 5 e (H0 + V)
      (by ext i j; fin_cases i <;> fin_cases j <;> norm_num [H0, V]) he
    by_contra hlt
    nlinarith [not_le.1 hlt]
  · intro c h
    simpa [V, ψ, Matrix.mulVec, dotProduct, Fin.sum_univ_two] using congrFun h 1
  · simp [mean, V, ψ, Matrix.mulVec, dotProduct, Fin.sum_univ_two]

end FieldShift
```

```lean
#print axioms FieldShift.size_shift_bounds
#print axioms FieldShift.overestimate_bound
```

```
'FieldShift.size_shift_bounds' depends on axioms: [propext, Classical.choice, Quot.sound]
'FieldShift.overestimate_bound' depends on axioms: [propext, Classical.choice, Quot.sound]
```

## Lean definitions and proof steps

The basis is labelled by a finite type `n`. The set `energies H` contains the real numbers that have a non-zero eigenvector, and `IsLeast` and `IsGreatest` pick out its lowest and highest elements. The normalisation is `star ψ ⬝ᵥ ψ = 1`, with no overlap matrix, so data from a non-orthogonal basis must be orthonormalised first. `mean V ψ` is $\langle V\rangle$ and `residual V ψ` is $r$.

`size_shift_bounds` combines the first two bounds. The strict one, `lt_first_order`, needs neither a positive $V$ nor a lowest $E_0$: any unit eigenstate of $H_0$ will do. `overestimate_bound` is the third bound.

- `posSemidef_sub` takes an eigenbasis of $H-E$ and shows that each of its eigenvalues, raised by $E$, is an eigenvalue of $H$. Applied to $-H$ and $-M$, it also makes $B$ positive.
- `residual_orthogonal` and `shifted_action` are the two opening identities of the derivation. `lt_first_order` combines them with `dotProduct_mulVec_zero_iff`, by which a positive matrix annihilates a state of zero expectation value.
- `ground_energy_le` works with an unnormalised eigenvector `x` and divides out its positive squared length.
- `product_nonneg` contains the identity for $ABA+BAB$. `overestimate_bound` splits on $r=0$ and expands the inner product in `hexp`.
- `size_shift_witness` gives a two-level system with $E_0=0$, $E=1$ and $a=2$. Explicit eigenvectors show that $0$ and $1$ are eigenvalues of $H_0$ and $H_0+V$, and the secular equation shows that neither matrix has a lower one.

## Finite matrices and fixed Hamiltonians

The theorems hold for every finite matrix that meets their hypotheses, however strong the perturbation. They say nothing about the basis-set limit, or about effects in a real atom that are left out of $H_0$ and $V$. Positivity of $V$ is assumed; it stands for a finite-nucleus potential that is nowhere more attractive than the point-nucleus one.

Two situations in practice are not covered. In a Dirac matrix that retains negative-energy states, the lowest eigenvalue is not the electronic ground level, so $E$ is not the energy whose shift is wanted. In a self-consistent calculation the effective Hamiltonian changes with the orbitals, so the perturbed matrix is no longer $H_0+V$ with the original $H_0$.

The eigenpair of $H_0$ is also taken as exact. With an iterative eigensolver, the computed values of $E$ and $a$ carry convergence errors, which can hide or reverse a small difference between them.
